# A representation of a finite group $G$ that obeys the orthogonality relations has $n^2\le|G|$

Let $D$ be an $n$-dimensional complex matrix representation of a finite group $G$ of order $|G|$, with

$$\sum_g D(g)_{ij}D(g^{-1})_{kl}=\frac{|G|}{n}\,\delta_{il}\delta_{jk}.$$

Then the $n^2$ functions $g\mapsto D(g)_{ij}$ are linearly independent, and $n^2\le|G|$. For $n\ge2$ the inequality is strict. When an energy level contains states that transform by such a representation of a finite group $G$ of unitary symmetries, $G$ forces a degeneracy of at least $n$. Extra degeneracy, whether accidental or due to time reversal, is not covered by the bound.

## Representations and their orthogonality

In Lean, `D : G →* Matrix (Fin n) (Fin n) ℂ` is a map with $D(1)=1$ and $D(gh)=D(g)D(h)$. Indices start at 0, and `Fintype.card G` is $|G|$.

```lean
import Mathlib

open Matrix

namespace DegeneracyBound

variable {G : Type*} [Group G] [Fintype G] {n m : ℕ}
```

The relations are a hypothesis here. Physically they stand for irreducibility: the space spanned by the $n$ states that transform by $D$ has no subspace, other than zero and itself, that every symmetry operation maps into itself. Deriving them from irreducibility takes Schur's lemma, which is not used below. Unitarity is not required, because the relations contain $D(g^{-1})$ and not a complex conjugate. For $n=0$ there are no indices and the condition is empty.

```lean
/-- The orthogonality relations for the matrix elements of one `n`-dimensional representation,
`∑ g, D(g)_ij D(g⁻¹)_kl = (|G| / n) δ_il δ_jk`, meant for `n > 0`. -/
def SchurOrthogonal (D : G →* Matrix (Fin n) (Fin n) ℂ) : Prop :=
  ∀ i j k l, ∑ g, D g i j * D g⁻¹ k l =
    if i = l ∧ j = k then (Fintype.card G : ℂ) / n else 0
```

Between two representations $D$ and $E$, every such sum is required to vanish. For irreducible representations this means that they are inequivalent.

```lean
/-- The condition that all pairings between the matrix elements of two representations vanish, `∑ g,
D(g)_ij E(g⁻¹)_kl = 0`. -/
def CrossOrthogonal (D : G →* Matrix (Fin n) (Fin n) ℂ)
    (E : G →* Matrix (Fin m) (Fin m) ℂ) : Prop :=
  ∀ i j k l, ∑ g, D g i j * E g⁻¹ k l = 0
```

## Independence from a dual family

Suppose functions $f_p$ and $h_p$ on $G$ satisfy $\sum_g f_p(g)h_q(g)=0$ for $p\ne q$, and $\sum_g f_p(g)h_p(g)\ne0$. If $\sum_p c_pf_p=0$, multiply by $h_q(g)$ and sum over $g$:

$$0=\sum_p c_p\sum_g f_p(g)h_q(g)=c_q\sum_g f_q(g)h_q(g).$$

Hence $c_q=0$ for every $q$. In the proof, `e` exchanges the two sums, and `Finset.sum_eq_single` keeps the term $p=q$.

```lean
omit [Group G] in
/-- Functions on a finite set `G` that possess a dual family under the pairing `∑ g, f(g) h(g)`
are linearly independent. -/
theorem linearIndependent_of_pairing {I : Type*} [Fintype I] (f h : I → G → ℂ)
    (hd : ∀ p, ∑ g, f p g * h p g ≠ 0)
    (ho : ∀ p q, p ≠ q → ∑ g, f p g * h q g = 0) : LinearIndependent ℂ f := by
  rw [Fintype.linearIndependent_iff]
  intro c hc q
  -- pair the vanishing combination with the dual function `h q`
  have e : ∑ g, (∑ p, c p • f p) g * h q g = ∑ p, c p * ∑ g, f p g * h q g := by
    simp only [Finset.sum_apply, Pi.smul_apply, smul_eq_mul, Finset.sum_mul, Finset.mul_sum]
    rw [Finset.sum_comm]
    simp only [mul_assoc]
  rw [hc, Finset.sum_eq_single q (fun p _ hp => by rw [ho p q hp, mul_zero])
    (fun hq => absurd (Finset.mem_univ q) hq)] at e
  simp only [Pi.zero_apply, zero_mul, Finset.sum_const_zero] at e
  exact (mul_eq_zero.mp e.symm).resolve_right (hd q)
```

The dual of $D(g)_{ij}$ is $D(g^{-1})_{ji}$. Their pairing is $|G|/n$, which is non-zero; the existence of an index $i$ already gives $n>0$.

```lean
/-- For a representation obeying the orthogonality relations, the pairing of `D(g)_ij` with
`D(g⁻¹)_ji` does not vanish. -/
theorem self_pairing_ne_zero {D : G →* Matrix (Fin n) (Fin n) ℂ} (h : SchurOrthogonal D)
    (i j : Fin n) : ∑ g, D g i j * D g⁻¹ j i ≠ 0 := by
  rw [h, if_pos ⟨rfl, rfl⟩]
  exact div_ne_zero (Nat.cast_ne_zero.mpr Fintype.card_ne_zero)
    (Nat.cast_ne_zero.mpr (Nat.ne_of_gt i.pos))
```

For the labels $(i,j)$ and $(k,l)$ the pairing is

$$\sum_g D(g)_{ij}D(g^{-1})_{lk}=\frac{|G|}{n}\,\delta_{ik}\delta_{jl},$$

which vanishes unless the labels agree. The matrix elements are therefore independent.

```lean
/-- The `n²` matrix elements `g ↦ D(g)_ij` of a representation obeying the orthogonality
relations are linearly independent functions on the group. -/
theorem matrixElements_linearIndependent {D : G →* Matrix (Fin n) (Fin n) ℂ}
    (h : SchurOrthogonal D) :
    LinearIndependent ℂ (fun (p : Fin n × Fin n) (g : G) => D g p.1 p.2) := by
  refine linearIndependent_of_pairing _ (fun p g => D g⁻¹ p.2 p.1)
    (fun p => self_pairing_ne_zero h p.1 p.2) (fun p q hne => ?_)
  rw [h, if_neg]
  rintro ⟨h1, h2⟩
  exact hne (Prod.ext h1 h2)
```

The complex functions on $G$ form a space of dimension $|G|$, which holds at most $|G|$ independent functions.

```lean
/-- The dimension `n` of a representation obeying the orthogonality relations satisfies
`n² ≤ |G|`. -/
theorem degeneracy_sq_le_card {D : G →* Matrix (Fin n) (Fin n) ℂ} (h : SchurOrthogonal D) :
    n ^ 2 ≤ Fintype.card G := by
  have hle := (matrixElements_linearIndependent h).fintype_card_le_finrank
  rw [Module.finrank_fintype_fun_eq_card, Fintype.card_prod, Fintype.card_fin] at hle
  rw [sq]
  exact hle
```

For a finite family $D_a$ of dimensions $n_a$ (`d a` in Lean), take all labels $(a,i,j)$ together. Pairings within one $a$ are handled as before, and those between different $a$ vanish by hypothesis. Counting labels gives $\sum_a n_a^2\le|G|$. Equality for a complete set of inequivalent irreducible representations is a stronger statement, which this argument does not supply.

```lean
/-- For a finite family of representations that each obey the orthogonality relations and are
mutually orthogonal, the squares of the dimensions add up to at most the order of the group. -/
theorem sum_degeneracy_sq_le_card {A : Type*} [Fintype A] {d : A → ℕ}
    (D : (a : A) → G →* Matrix (Fin (d a)) (Fin (d a)) ℂ)
    (h : ∀ a, SchurOrthogonal (D a)) (hc : ∀ a b, a ≠ b → CrossOrthogonal (D a) (D b)) :
    ∑ a, d a ^ 2 ≤ Fintype.card G := by
  -- all matrix elements of all members together are independent
  have hli : LinearIndependent ℂ
      (fun (p : Σ a, Fin (d a) × Fin (d a)) (g : G) => D p.1 g p.2.1 p.2.2) := by
    refine linearIndependent_of_pairing _ (fun p g => D p.1 g⁻¹ p.2.2 p.2.1)
      (fun p => self_pairing_ne_zero (h p.1) p.2.1 p.2.2) ?_
    rintro ⟨a, i, j⟩ ⟨b, k, l⟩ hne
    by_cases hab : a = b
    · subst hab
      refine (h a i j l k).trans (if_neg ?_)
      rintro ⟨rfl, rfl⟩
      exact hne rfl
    · exact hc a b hab i j l k
  have hle := hli.fintype_card_le_finrank
  rw [Module.finrank_fintype_fun_eq_card, Fintype.card_sigma] at hle
  simpa only [Fintype.card_prod, Fintype.card_fin, sq] using hle
```

## Why the bound is strict for $n\ge2$

Let $D(g)v=v$ for all $g$, and write $S_{ij}=\sum_g D(g)_{ij}$. Since $v=D(g^{-1})v$,

$$S_{ij}v_k=\sum_l\sum_g D(g)_{ij}D(g^{-1})_{kl}v_l=\frac{|G|}{n}\,\delta_{jk}v_i.$$

This is `key`. If $v_i\ne0$, choose $j\ne i$. Setting $k=i$ gives $S_{ij}=0$; setting $k=j$ then gives $0=(|G|/n)v_i$, a contradiction. So $v=0$.

```lean
/-- A representation of dimension at least two that obeys the orthogonality relations leaves
no non-zero vector invariant. -/
theorem invariant_vector_eq_zero {D : G →* Matrix (Fin n) (Fin n) ℂ} (h : SchurOrthogonal D)
    (hn : 2 ≤ n) (v : Fin n → ℂ) (hv : ∀ g, D g *ᵥ v = v) : v = 0 := by
  -- contract the orthogonality relations with the invariant vector
  have key : ∀ i j k, (∑ g, D g i j) * v k =
      if j = k then (Fintype.card G : ℂ) / n * v i else 0 := by
    intro i j k
    calc (∑ g, D g i j) * v k = ∑ g, D g i j * (D g⁻¹ *ᵥ v) k := by
          simp only [hv, Finset.sum_mul]
      _ = ∑ l, (∑ g, D g i j * D g⁻¹ k l) * v l := by
          simp only [Matrix.mulVec, dotProduct, Finset.mul_sum, Finset.sum_mul]
          rw [Finset.sum_comm]
          simp only [mul_assoc]
      _ = _ := by
          simp only [h i j k]
          by_cases hjk : j = k <;> simp [hjk]
  funext i
  by_contra hi
  have hi' : v i ≠ 0 := hi
  have : Nontrivial (Fin n) := Fin.nontrivial_iff_two_le.mpr hn
  obtain ⟨j, hj⟩ := exists_ne i
  have h1 := key i j i
  have h2 := key i j j
  rw [if_neg hj] at h1
  rw [if_pos rfl, (mul_eq_zero.mp h1).resolve_right hi', zero_mul] at h2
  have hw : (Fintype.card G : ℂ) / n ≠ 0 :=
    div_ne_zero (Nat.cast_ne_zero.mpr Fintype.card_ne_zero)
      (Nat.cast_ne_zero.mpr (by omega))
  exact mul_ne_zero hw hi' h2.symm
```

Each column of $S$ is invariant, because $xg$ runs over the group as $g$ does:

$$\sum_k D(x)_{ik}S_{kj}=\sum_g D(xg)_{ij}=S_{ij}.$$

Hence $S=0$.

```lean
/-- In dimension at least two, every matrix element of a representation obeying the
orthogonality relations sums to zero over the group. -/
theorem sum_matrixElement_eq_zero {D : G →* Matrix (Fin n) (Fin n) ℂ}
    (h : SchurOrthogonal D) (hn : 2 ≤ n) (i j : Fin n) : ∑ g, D g i j = 0 := by
  -- each column of the group sum is an invariant vector
  have hcol := invariant_vector_eq_zero h hn (fun k => ∑ g, D g k j) (fun x => by
    funext k
    calc (D x *ᵥ fun k => ∑ g, D g k j) k = ∑ g, D (x * g) k j := by
          simp only [Matrix.mulVec, dotProduct, Finset.mul_sum, map_mul, Matrix.mul_apply]
          rw [Finset.sum_comm]
      _ = ∑ g, D g k j := Equiv.sum_comp (Equiv.mulLeft x) (fun g => D g k j))
  exact congrFun hcol i
```

The constant function $1$ thus pairs to zero with every $D(g)_{ij}$ and, after relabelling $g\to g^{-1}$, with every dual function. Its pairing with itself is $|G|$. It joins the independent family, so $n^2+1\le|G|$. In Lean, `Option` adds the one extra label.

```lean
/-- A representation of dimension `n ≥ 2` that obeys the orthogonality relations satisfies `n² <
|G|`. -/
theorem degeneracy_sq_lt_card {D : G →* Matrix (Fin n) (Fin n) ℂ} (h : SchurOrthogonal D)
    (hn : 2 ≤ n) : n ^ 2 < Fintype.card G := by
  -- the constant function is independent of the `n²` matrix elements
  have hli : LinearIndependent ℂ (fun (p : Option (Fin n × Fin n)) (g : G) =>
      p.elim (1 : ℂ) (fun q => D g q.1 q.2)) := by
    refine linearIndependent_of_pairing _
      (fun p g => p.elim (1 : ℂ) (fun q => D g⁻¹ q.2 q.1)) ?_ ?_
    · rintro (_ | p)
      · show ∑ _g : G, (1 : ℂ) * 1 ≠ 0
        simp
      · exact self_pairing_ne_zero h p.1 p.2
    · rintro (_ | p) (_ | q) hne
      · exact absurd rfl hne
      · show ∑ g, (1 : ℂ) * D g⁻¹ q.2 q.1 = 0
        simp only [one_mul]
        exact (Equiv.sum_comp (Equiv.inv G) (fun g => D g q.2 q.1)).trans
          (sum_matrixElement_eq_zero h hn q.2 q.1)
      · show ∑ g, D g p.1 p.2 * (1 : ℂ) = 0
        simp only [mul_one]
        exact sum_matrixElement_eq_zero h hn p.1 p.2
      · refine (h p.1 p.2 q.2 q.1).trans (if_neg ?_)
        rintro ⟨h1, h2⟩
        exact hne (congrArg some (Prod.ext h1 h2))
  have hle := hli.fintype_card_le_finrank
  rw [Module.finrank_fintype_fun_eq_card, Fintype.card_option, Fintype.card_prod,
    Fintype.card_fin] at hle
  rw [sq]
  exact hle
```

## C3v as permutations of three atoms

The six operations of C3v permute three equivalent atoms. Its irreducible representations A1, A2 and E have dimensions 1, 1 and 2.

```lean
/-- The dimensions 1, 1, 2 of the representations A1, A2, E of C3v. -/
def c3vDim : Fin 3 → ℕ
  | 0 => 1
  | 1 => 1
  | 2 => 2
```

Let $e_0,e_1,e_2$ be orthonormal vectors, one for each atom, which are permuted as the atoms are. For E, take the basis $e_0-e_2$, $e_1-e_2$: a permutation $s$ sends $e_j-e_2$ to $e_{s(j)}-e_{s(2)}$. The coefficient of $e_i-e_2$ in the result is $\delta_{i,s(j)}-\delta_{i,s(2)}$, for $i,j\in\{0,1\}$. This basis is not orthogonal, but it makes all entries integers.

```lean
/-- Integer matrices of the representation E of C3v: permutations of three equivalent atoms
acting on the differences `e₀ - e₂` and `e₁ - e₂`. -/
def c3vE : Equiv.Perm (Fin 3) →* Matrix (Fin 2) (Fin 2) ℤ where
  toFun s := Matrix.of fun i j =>
    (if s (Fin.castSucc j) = Fin.castSucc i then 1 else 0) -
      (if s 2 = Fin.castSucc i then 1 else 0)
  map_one' := by decide +kernel
  map_mul' := by decide +kernel
```

A1 is trivial, and A2 is the sign of the permutation: $+1$ for rotations and $-1$ for reflections.

```lean
/-- Integer matrices of A1 (trivial), A2 (sign) and E of C3v, realised as the permutations of
three equivalent atoms. -/
def c3vInt : (a : Fin 3) →
    Equiv.Perm (Fin 3) →* Matrix (Fin (c3vDim a)) (Fin (c3vDim a)) ℤ
  | 0 => 1
  | 1 =>
    { toFun := fun s => Matrix.of fun i j => if i = j then (Equiv.Perm.sign s : ℤ) else 0
      map_one' := by decide +kernel
      map_mul' := by decide +kernel }
  | 2 => c3vE
```

The integer matrices are then read as complex ones.

```lean
/-- The representations A1, A2, E of C3v as complex matrices. -/
noncomputable def c3v (a : Fin 3) :
    Equiv.Perm (Fin 3) →* Matrix (Fin (c3vDim a)) (Fin (c3vDim a)) ℂ :=
  (Int.castRingHom ℂ).mapMatrix.toMonoidHom.comp (c3vInt a)
```

Multiplied by $n_a$, the relations within one representation become finitely many integer identities with right-hand side $6\,\delta_{il}\delta_{jk}$. Those between different representations are integer identities already, with right-hand side $0$. `decide +kernel` evaluates them, and the rest of the proof carries them over to $\mathbb C$. The family bound is attained: $1+1+4=6$.

```lean
/-- The representations A1, A2, E of C3v obey all the orthogonality relations, and the squares
of their dimensions add up exactly to the order of the group. -/
theorem c3v_witness : (∀ a, SchurOrthogonal (c3v a)) ∧
    (∀ a b, a ≠ b → CrossOrthogonal (c3v a) (c3v b)) ∧
    ∑ a, c3vDim a ^ 2 = Fintype.card (Equiv.Perm (Fin 3)) := by
  have entry : ∀ a g i j, c3v a g i j = ((c3vInt a g i j : ℤ) : ℂ) := fun _ _ _ _ => rfl
  have hcard : Fintype.card (Equiv.Perm (Fin 3)) = 6 := by decide +kernel
  -- the relations are finite identities between integers
  have hself : ∀ a i j k l, (c3vDim a : ℤ) * ∑ g, c3vInt a g i j * c3vInt a g⁻¹ k l =
      if i = l ∧ j = k then 6 else 0 := by decide +kernel
  have hcross : ∀ a b, a ≠ b → ∀ i j k l,
      ∑ g, c3vInt a g i j * c3vInt b g⁻¹ k l = 0 := by decide +kernel
  have hdim : ∀ a, c3vDim a ≠ 0 := by decide
  refine ⟨fun a i j k l => ?_, fun a b hab i j k l => ?_, by decide +kernel⟩
  · have hd : (c3vDim a : ℂ) ≠ 0 := Nat.cast_ne_zero.mpr (hdim a)
    have hs := hself a i j k l
    simp only [entry, hcard]
    by_cases hp : i = l ∧ j = k
    · rw [if_pos hp] at hs ⊢
      rw [eq_div_iff hd, mul_comm]
      exact_mod_cast hs
    · rw [if_neg hp] at hs ⊢
      refine (mul_eq_zero.mp ?_).resolve_left hd
      exact_mod_cast hs
  · simp only [entry]
    exact_mod_cast hcross a b hab i j k l

end DegeneracyBound
```

```lean
#print axioms DegeneracyBound.degeneracy_sq_le_card
-- 'DegeneracyBound.degeneracy_sq_le_card' depends on axioms: [propext, Classical.choice, Quot.sound]
#print axioms DegeneracyBound.sum_degeneracy_sq_le_card
-- 'DegeneracyBound.sum_degeneracy_sq_le_card' depends on axioms: [propext, Classical.choice, Quot.sound]
#print axioms DegeneracyBound.degeneracy_sq_lt_card
-- 'DegeneracyBound.degeneracy_sq_lt_card' depends on axioms: [propext, Classical.choice, Quot.sound]
```
